# For two electrons and a homogeneous harmonic P of degree l, the cusp factor 1 + cr requires c(D − 1 + 2l) = 1

Let $P$ be a nonzero real polynomial in $D\ge 1$ variables, homogeneous of degree $l$ and harmonic, and let $r$ be the distance from the origin. Then, at every point off the origin,

$$\Delta(rP)=(D-1+2l)\,\frac{P}{r},$$

and the equation $(-\Delta+1/r)[P(1+cr)]=cP$ holds at all these points exactly when $c(D-1+2l)=1$.

Kato's cusp condition proper concerns exact many-electron wave functions where two particles meet. The result here is its local algebraic core: one isolated pair of electrons, whose relative motion has the Hamiltonian $-\Delta+1/r$ in atomic units, and a trial function $P(1+cr)$ whose correlation factor is linear in $r$.

```lean
import Mathlib

open MvPolynomial Topology

namespace KatoCusp

noncomputable section

variable {D l : ℕ}
```

## The pair Hamiltonian and the cusp equation

A point is a function `Fin D → ℝ`, with coordinates $x_0,\dots,x_{D-1}$. It stands for the position of one electron relative to the other, so the two meet at the origin. Mathlib's built-in norm on this type is the maximum norm, so the Euclidean distance $r=\sqrt{\sum_i x_i^2}$ is defined explicitly.

```lean
/-- The distance `r` from the origin, the square root of the sum of the squared coordinates. -/
def radius (x : Fin D → ℝ) : ℝ := √(∑ i, x i ^ 2)
```

The Laplacian is $\Delta f=\sum_i\partial_i^2 f$. In Lean, `Function.update x i t` replaces coordinate $i$ of $x$ by $t$, and the result is differentiated twice in $t$.

```lean
/-- The Laplacian: the sum of the second partial derivatives along the coordinate lines. -/
def laplacian (f : (Fin D → ℝ) → ℝ) (x : Fin D → ℝ) : ℝ :=
  ∑ i, deriv (deriv fun t => f (Function.update x i t)) (x i)
```

Two unit charges of electron mass have reduced mass $1/2$, so in atomic units their relative kinetic energy is $-\Delta$. Their repulsion is taken as $1/r$ in every dimension.

```lean
/-- The Hamiltonian `-Δ + 1/r` of the relative motion of two electrons in atomic units, meant for
points off the origin. -/
def hamiltonian (f : (Fin D → ℝ) → ℝ) (x : Fin D → ℝ) : ℝ :=
  -laplacian f x + f x / radius x
```

The cusp equation asks that the term $P/r$ produced by the repulsion be cancelled by the kinetic energy, leaving $cP$. It is not an eigenvalue equation. The condition `x ≠ 0` excludes the point where Lean would give division by zero and missing derivatives conventional values.

```lean
/-- The cusp equation: off the origin, the Hamiltonian sends `P (1 + c r)` to `c P`. -/
def CuspEquation (P : MvPolynomial (Fin D) ℝ) (c : ℝ) : Prop :=
  ∀ x, x ≠ 0 → hamiltonian (fun y => eval y P * (1 + c * radius y)) x = c * eval x P
```

## Derivatives along coordinate lines

If $x\neq0$, some $x_i^2$ is positive, hence $r\ne0$.

```lean
/-- Off the origin the distance `r` is nonzero. -/
lemma radius_ne_zero {x : Fin D → ℝ} (hx : x ≠ 0) : radius x ≠ 0 := by
  obtain ⟨i, hi⟩ := Function.ne_iff.mp hx
  have hi' : x i ≠ 0 := hi
  have hpos : 0 < ∑ j, x j ^ 2 :=
    Finset.sum_pos' (fun j _ => sq_nonneg (x j)) ⟨i, Finset.mem_univ i, by positivity⟩
  exact (Real.sqrt_pos.mpr hpos).ne'
```

Polynomials are differentiated term by term. The proof is an induction over constants, sums and multiplication by a variable.

```lean
/-- Along a coordinate line a polynomial has its formal partial derivative as derivative. -/
lemma hasDerivAt_eval (p : MvPolynomial (Fin D) ℝ) (x : Fin D → ℝ) (i : Fin D) (t : ℝ) :
    HasDerivAt (fun s => eval (Function.update x i s) p)
      (eval (Function.update x i t) (pderiv i p)) t := by
  induction p using MvPolynomial.induction_on with
  | C a => simpa using hasDerivAt_const t a
  | add p q hp hq => simpa using hp.fun_add hq
  | mul_X p j hp =>
    by_cases h : j = i
    · subst h
      simp
      exact (hp.fun_mul (hasDerivAt_id' t)).congr_deriv (by ring)
    · simp [pderiv_X_of_ne h, h]
      exact (hp.fun_mul (hasDerivAt_const t (x j))).congr_deriv (by ring)
```

The chain rule applied to $r=\sqrt{\sum_j x_j^2}$ gives $\partial_i r=2x_i/(2r)=x_i/r$.

```lean
/-- Where `r` is nonzero, its partial derivative along a coordinate is that coordinate over `r`. -/
lemma hasDerivAt_radius (x : Fin D → ℝ) (i : Fin D) (t : ℝ)
    (h : radius (Function.update x i t) ≠ 0) :
    HasDerivAt (fun s => radius (Function.update x i s))
      (t / radius (Function.update x i t)) t := by
  have hq := hasDerivAt_eval (∑ j, X j ^ 2) x i t
  have hd : eval (Function.update x i t)
      (pderiv i (∑ j, X j ^ 2 : MvPolynomial (Fin D) ℝ)) = 2 * t := by
    rw [map_sum, map_sum, Finset.sum_eq_single i]
    · simp only [pow_two, pderiv_mul, pderiv_X_self, map_add, map_mul, eval_X, map_one,
        Function.update_self]
      ring
    · intro j _ hj
      simp [pow_two, pderiv_X_of_ne hj]
    · simp
  rw [hd] at hq
  simp only [map_sum, map_pow, eval_X] at hq
  have hne : ∑ j, (Function.update x i t j) ^ 2 ≠ 0 := fun h0 => h (by
    simp only [radius, h0, Real.sqrt_zero])
  exact (hq.sqrt hne).congr_deriv (mul_div_mul_left _ _ two_ne_zero)
```

Differentiating a polynomial $p$ twice gives $\Delta p=\sum_i\partial_i^2p$ with formal derivatives.

```lean
/-- The Laplacian of a polynomial is the sum of its formal second partial derivatives. -/
lemma laplacian_eval (p : MvPolynomial (Fin D) ℝ) (x : Fin D → ℝ) :
    laplacian (fun y => eval y p) x = ∑ i, eval x (pderiv i (pderiv i p)) := by
  have h : ∀ (q : MvPolynomial (Fin D) ℝ) (i : Fin D),
      deriv (fun t => eval (Function.update x i t) q) =
        fun t => eval (Function.update x i t) (pderiv i q) := by
    intro q i
    ext t
    exact (hasDerivAt_eval q x i t).deriv
  simp only [laplacian, h, Function.update_eq_self]
```

## The Laplacian of p(a + cr)

For real $a$ and $c$, the first derivative is $\partial_i[p(a+cr)]=(a+cr)\,\partial_ip+c\,p\,x_i/r$. A second differentiation gives

$$\partial_i^2[p(a+cr)]=(a+cr)\,\partial_i^2p+\frac{2c\,x_i\,\partial_ip}{r}+c\,p\left(\frac1r-\frac{x_i^2}{r^3}\right).$$

Summing over $i$ with $\sum_i x_i^2=r^2$ turns the last bracket into $(D-1)/r$:

$$\Delta[p(a+cr)]=(a+cr)\,\Delta p+\frac{c}{r}\Big(2\sum_i x_i\,\partial_ip+(D-1)\,p\Big).$$

The proof turns on how Lean takes the second derivative. The formula for the first derivative needs $r\neq0$, and a coordinate line may run through the origin, so the formula need not hold along the whole line. A derivative at a point only needs it nearby. The statement `hev` therefore asserts equality near `x i`, written `=ᶠ[𝓝 (x i)]`; continuity of $r$ supplies the neighbourhood, and `hev.deriv_eq` carries the equality over to the derivatives.

```lean
/-- The Laplacian of a polynomial times `a + c r`, at a point off the origin. -/
theorem laplacian_mul_linear (p : MvPolynomial (Fin D) ℝ) (a c : ℝ) {x : Fin D → ℝ}
    (hx : x ≠ 0) :
    laplacian (fun y => eval y p * (a + c * radius y)) x =
      (a + c * radius x) * laplacian (fun y => eval y p) x +
      c * (2 * ∑ i, x i * eval x (pderiv i p) + (D - 1) * eval x p) / radius x := by
  have hr := radius_ne_zero hx
  -- the second derivative along each coordinate line
  have key : ∀ i, deriv (deriv fun t => eval (Function.update x i t) p *
      (a + c * radius (Function.update x i t))) (x i) =
      (a + c * radius x) * eval x (pderiv i (pderiv i p)) +
      c * (2 * (x i * eval x (pderiv i p))) / radius x +
      c * eval x p * (1 / radius x - x i ^ 2 / radius x ^ 3) := by
    intro i
    have hr' : radius (Function.update x i (x i)) ≠ 0 := by rwa [Function.update_eq_self]
    have hR := hasDerivAt_radius x i (x i) hr'
    have hev : deriv (fun t => eval (Function.update x i t) p *
        (a + c * radius (Function.update x i t))) =ᶠ[𝓝 (x i)]
        fun t => eval (Function.update x i t) (pderiv i p) *
          (a + c * radius (Function.update x i t)) +
          eval (Function.update x i t) p * (c * (t / radius (Function.update x i t))) := by
      filter_upwards [hR.continuousAt.eventually_ne hr'] with t ht
      exact ((hasDerivAt_eval p x i t).fun_mul
        (((hasDerivAt_radius x i t ht).const_mul c).const_add a)).deriv
    rw [hev.deriv_eq]
    have h2 := ((hasDerivAt_eval (pderiv i p) x i (x i)).fun_mul
      ((hR.const_mul c).const_add a)).fun_add ((hasDerivAt_eval p x i (x i)).fun_mul
      (((hasDerivAt_id' (x i)).fun_div hR hr').const_mul c))
    refine h2.deriv.trans ?_
    simp only [Function.update_eq_self]
    field_simp
    ring
  have hs : ∑ i, x i ^ 2 = radius x ^ 2 :=
    (Real.sq_sqrt (Finset.sum_nonneg fun i _ => sq_nonneg (x i))).symm
  have h3 : radius x ^ 2 / radius x ^ 3 = 1 / radius x := by field_simp
  rw [laplacian_eval p x]
  simp only [laplacian, key]
  -- summing over the coordinates turns the squares into `r ^ 2`
  simp only [Finset.sum_add_distrib, ← Finset.mul_sum, ← Finset.sum_div,
    Finset.sum_sub_distrib, Finset.sum_const, Finset.card_univ, Fintype.card_fin, nsmul_eq_mul]
  rw [hs, h3]
  ring
```

## Homogeneity fixes the coefficient

Euler's identity for a homogeneous polynomial is $\sum_i x_i\,\partial_iP=lP$.

```lean
/-- Euler's identity: the sum `x · ∇P` for a homogeneous polynomial `P` of degree `l` is `l P`. -/
lemma euler {P : MvPolynomial (Fin D) ℝ} (hom : P.IsHomogeneous l) (x : Fin D → ℝ) :
    ∑ i, x i * eval x (pderiv i P) = l * eval x P := by
  have h := congrArg (eval x) hom.sum_X_mul_pderiv
  simpa [map_sum, nsmul_eq_mul] using h
```

Set $a=0$, $c=1$ and $\Delta P=0$ in the product formula:

$$\Delta(rP)=\frac{2lP+(D-1)P}{r}.$$

The $2l$ comes from the cross term $2\nabla r\cdot\nabla P$. Whoever forgets it gets $c(D-1)=1$ for every $l$, and so $1/2$ instead of $1/4$ for a coordinate in space.

```lean
/-- For a harmonic homogeneous polynomial `P` of degree `l`, `Δ(r P) = (D - 1 + 2l) P / r`
off the origin. -/
theorem laplacian_radius_mul {P : MvPolynomial (Fin D) ℝ} (hom : P.IsHomogeneous l)
    (harm : ∀ x, laplacian (fun y => eval y P) x = 0) {x : Fin D → ℝ} (hx : x ≠ 0) :
    laplacian (fun y => radius y * eval y P) x = (D - 1 + 2 * l) * eval x P / radius x := by
  have hf : (fun y => radius y * eval y P) = fun y => eval y P * (0 + 1 * radius y) := by
    ext y
    ring
  rw [hf, laplacian_mul_linear P 0 1 hx, harm, euler hom]
  ring
```

With $a=1$, the kinetic part is $-c(D-1+2l)P/r$ and the repulsion gives $P/r+cP$. Together,

$$\Big(-\Delta+\frac1r\Big)[P(1+cr)]=cP+\big(1-c(D-1+2l)\big)\frac Pr.$$

```lean
/-- For a harmonic homogeneous polynomial `P` of degree `l`, off the origin the Hamiltonian sends
`P (1 + c r)` to `c P` plus `(1 - c (D - 1 + 2l)) P / r`. -/
theorem hamiltonian_cusp {P : MvPolynomial (Fin D) ℝ} (hom : P.IsHomogeneous l)
    (harm : ∀ x, laplacian (fun y => eval y P) x = 0) (c : ℝ) {x : Fin D → ℝ} (hx : x ≠ 0) :
    hamiltonian (fun y => eval y P * (1 + c * radius y)) x =
      c * eval x P + (1 - c * (D - 1 + 2 * l)) * (eval x P / radius x) := by
  have hr := radius_ne_zero hx
  have h1 : eval x P * (1 + c * radius x) / radius x =
      eval x P / radius x + c * eval x P := by field_simp
  simp only [hamiltonian]
  rw [laplacian_mul_linear P 1 c hx, harm, euler hom, h1]
  ring
```

If $c(D-1+2l)=1$, the last term vanishes. Conversely, the polynomial $x_0P$ is nonzero, so it is nonzero at some point. There $x_0\ne0$ and $P\neq0$, so the point lies off the origin and the bracket must vanish.

```lean
/-- In dimension `D ≥ 1`, for a nonzero harmonic homogeneous polynomial `P` of degree `l`, the cusp
equation holds exactly when `c (D - 1 + 2l) = 1`. -/
theorem kato_cusp_iff (hD : 0 < D) {P : MvPolynomial (Fin D) ℝ} (hP : P ≠ 0)
    (hom : P.IsHomogeneous l) (harm : ∀ x, laplacian (fun y => eval y P) x = 0) (c : ℝ) :
    CuspEquation P c ↔ c * (D - 1 + 2 * l) = 1 := by
  constructor
  · intro h
    -- a point off the origin where `P` does not vanish
    have hPX : P * X ⟨0, hD⟩ ≠ 0 := mul_ne_zero hP (X_ne_zero _)
    obtain ⟨x, hx⟩ : ∃ x, eval x (P * X ⟨0, hD⟩) ≠ 0 := by
      by_contra! h0
      exact hPX (MvPolynomial.funext fun x => by rw [h0 x, map_zero])
    rw [map_mul, eval_X] at hx
    have hx0 : x ≠ 0 := by
      rintro rfl
      simp at hx
    have he := h x hx0
    rw [hamiltonian_cusp hom harm c hx0] at he
    have hz : (1 - c * (D - 1 + 2 * l)) * (eval x P / radius x) = 0 := by linarith
    have hn := div_ne_zero (left_ne_zero_of_mul hx) (radius_ne_zero hx0)
    linarith [(mul_eq_zero.mp hz).resolve_right hn]
  · intro h x hx
    rw [hamiltonian_cusp hom harm c hx, h]
    ring
```

## Values on the line, in the plane and in space

For $P=1$, $l=0$ and the condition is $c(D-1)=1$.

```lean
/-- For `P = 1` in dimension `D ≥ 1` the cusp equation holds exactly when `c (D - 1) = 1`. -/
theorem cusp_one (hD : 0 < D) (c : ℝ) :
    CuspEquation (1 : MvPolynomial (Fin D) ℝ) c ↔ c * (D - 1) = 1 := by
  rw [kato_cusp_iff hD one_ne_zero (isHomogeneous_one _ _)
    (fun x => by rw [laplacian_eval]; simp) c]
  simp
```

For $P=x_k$, $l=1$ and the condition is $c(D+1)=1$.

```lean
/-- For `P` a coordinate the cusp equation holds exactly when `c (D + 1) = 1`. -/
theorem cusp_coordinate (k : Fin D) (c : ℝ) :
    CuspEquation (X k : MvPolynomial (Fin D) ℝ) c ↔ c * (D + 1) = 1 := by
  have harm : ∀ x, laplacian (fun y => eval y (X k : MvPolynomial (Fin D) ℝ)) x = 0 := by
    intro x
    rw [laplacian_eval]
    refine Finset.sum_eq_zero fun i _ => ?_
    by_cases h : k = i
    · subst h
      simp
    · simp [pderiv_X_of_ne h]
  have hl : (D : ℝ) - 1 + 2 * ((1 : ℕ) : ℝ) = D + 1 := by
    push_cast
    ring
  rw [kato_cusp_iff k.pos (X_ne_zero k) (isHomogeneous_X ℝ k) harm c, hl]
```

On the line, $P=1$ would need $c\cdot0=1$: away from the origin $|x|$ has zero second derivative and cannot cancel $1/|x|$. For $P=x$, $2c=1$.

```lean
/-- On the line no `c` solves the cusp equation for `P = 1`, and only `c = 1/2` does for
`P = x`. -/
theorem cusp_line (c : ℝ) : ¬ CuspEquation (1 : MvPolynomial (Fin 1) ℝ) c ∧
    (CuspEquation (X 0 : MvPolynomial (Fin 1) ℝ) c ↔ c = 1 / 2) := by
  rw [cusp_one one_pos, cusp_coordinate]
  refine ⟨by simp, ?_⟩
  constructor <;> intro h <;> push_cast at * <;> linarith
```

In the plane the conditions are $c=1$ and $3c=1$.

```lean
/-- In the plane the cusp equation gives `c = 1` for `P = 1` and `c = 1/3` for a coordinate. -/
theorem cusp_plane (k : Fin 2) (c : ℝ) :
    (CuspEquation (1 : MvPolynomial (Fin 2) ℝ) c ↔ c = 1) ∧
    (CuspEquation (X k : MvPolynomial (Fin 2) ℝ) c ↔ c = 1 / 3) := by
  rw [cusp_one two_pos, cusp_coordinate]
  constructor <;> constructor <;> intro h <;> push_cast at * <;> linarith
```

In space they are $2c=1$ and $4c=1$. Exchanging the two electrons turns $x$ into $-x$, so the even $P=1$ belongs to a singlet pair and the odd $P=x_k$ to a triplet pair. The values $1/2$ and $1/4$ are the s-wave and p-wave cusp coefficients known from explicitly correlated methods, obtained here for an isolated pair without an external potential. They are not fixed by spin alone: a singlet pair with $l=2$ has $c=1/6$.

```lean
/-- In space the cusp equation gives `c = 1/2` for `P = 1` and `c = 1/4` for a coordinate. -/
theorem cusp_space (k : Fin 3) (c : ℝ) :
    (CuspEquation (1 : MvPolynomial (Fin 3) ℝ) c ↔ c = 1 / 2) ∧
    (CuspEquation (X k : MvPolynomial (Fin 3) ℝ) c ↔ c = 1 / 4) := by
  rw [cusp_one three_pos, cusp_coordinate]
  constructor <;> constructor <;> intro h <;> push_cast at * <;> linarith

end

end KatoCusp
```

```lean
#print axioms KatoCusp.kato_cusp_iff
-- 'KatoCusp.kato_cusp_iff' depends on axioms: [propext, Classical.choice, Quot.sound]
#print axioms KatoCusp.cusp_line
-- 'KatoCusp.cusp_line' depends on axioms: [propext, Classical.choice, Quot.sound]
#print axioms KatoCusp.cusp_plane
-- 'KatoCusp.cusp_plane' depends on axioms: [propext, Classical.choice, Quot.sound]
#print axioms KatoCusp.cusp_space
-- 'KatoCusp.cusp_space' depends on axioms: [propext, Classical.choice, Quot.sound]
```
